# Error bound for Taylor propagation of a walker's orbital matrix

Cutting the exponential series after order $m$ when a walker $\Phi$ is propagated by $\exp(V)$ causes an error of at most

$$\Big\|\exp(V)\Phi-\sum_{k=0}^{m}\frac{V^k\Phi}{k!}\Big\|\;\le\;\frac{\|V\|^{m+1}\,e^{\|V\|}}{(m+1)!}\,\|\Phi\|$$

in any submultiplicative operator norm. Here $\Phi$ is the complex matrix whose columns are the occupied orbitals of a Slater determinant, expanded in a finite basis, and $V$ is the one-body matrix in the exponent, with the time step and the sampled auxiliary fields already absorbed. In auxiliary-field quantum Monte Carlo this bounds the truncation error of a single propagation at fixed fields, and besides $m$ it needs only the norms of $V$ and $\Phi$.

The estimate concerns the orbital matrix. Thouless's theorem, by which the exponential of a one-body operator takes the determinant with orbitals $\Phi$ to the one with orbitals $\exp(V)\Phi$, is the step from here to the many-electron state, and it is not part of the formal development. Rounding, the Trotter factorisation of each short-time propagator and the sampling of the fields are separate sources of error.

## Orbitals as matrix columns

In the code `M` and `N` are not numbers but the index sets of the basis functions and of the occupied orbitals. A walker has type `Matrix M N ℂ`, and a one-body matrix has type `Matrix M M ℂ`. Neither Hermiticity of $V$ nor orthonormality of the orbitals is assumed, so complex auxiliary-field propagators are included.

In Lean 4 with Mathlib:

```lean
import Mathlib

open Filter Topology Finset

namespace TaylorWalkerPropagation

noncomputable section

variable {M N : Type*} [Fintype M]
```

## Size bounds survive the limit

The exact walker $\exp(V)\Phi$ is a limit of finite sums, so a bound on the sums must carry over to it. Let $q$ measure the size of a walker. It is taken to be a seminorm: it obeys the triangle inequality and $q(cX)=|c|\,q(X)$, but may vanish on a nonzero matrix. Every norm is a seminorm.

Let $E_{ij}$ be the matrix with a one in position $(i,j)$ and zeros elsewhere. Since $Y=\sum_{ij}Y_{ij}E_{ij}$,

$$q(Y)\le g(Y):=\sum_{ij}|Y_{ij}|\,q(E_{ij}).$$

If the walkers $F_n$ converge to $X$ entry by entry and $q(F_n)\le b$ for all $n$, then

$$q(X)\le q(X-F_n)+q(F_n)\le g(X-F_n)+b\;\longrightarrow\;b .$$

In the proof, `key` is the inequality $q\le g$, `hg` is the continuity of $g$, and `ht` is the limit on the right. The finiteness of both index sets enters through the double sum.

```lean
/-- If a sequence of walkers converges entrywise and every member has size at most `b`,
then the limiting walker has size at most `b`. -/
theorem size_le_of_tendsto [Fintype N] (q : Seminorm ℂ (Matrix M N ℂ))
    {F : ℕ → Matrix M N ℂ} {X : Matrix M N ℂ} {b : ℝ}
    (hF : Tendsto F atTop (𝓝 X)) (hb : ∀ n, q (F n) ≤ b) : q X ≤ b := by
  classical
  let g : Matrix M N ℂ → ℝ := fun Y => ∑ i, ∑ j, ‖Y i j‖ * q (Matrix.single i j 1)
  -- the size is controlled by the matrix entries
  have key : ∀ Y, q Y ≤ g Y := by
    intro Y
    have hY := Matrix.matrix_eq_sum_single Y
    calc q Y = q (∑ i, ∑ j, Matrix.single i j (Y i j)) := congrArg q hY
      _ ≤ ∑ i, q (∑ j, Matrix.single i j (Y i j)) :=
          Finset.le_sum_of_subadditive q (by simp) (map_add_le_add q) _ _
      _ ≤ ∑ i, ∑ j, q (Matrix.single i j (Y i j)) :=
          Finset.sum_le_sum fun i _ =>
            Finset.le_sum_of_subadditive q (by simp) (map_add_le_add q) _ _
      _ = g Y := by
          refine Finset.sum_congr rfl fun i _ => Finset.sum_congr rfl fun j _ => ?_
          rw [← map_smul_eq_mul, Matrix.smul_single, smul_eq_mul, mul_one]
  have hg : Continuous g :=
    continuous_finsetSum _ fun i _ => continuous_finsetSum _ fun j _ =>
      (continuous_id.matrix_elem i j).norm.mul continuous_const
  have ht : Tendsto (fun n => g (X - F n) + b) atTop (𝓝 (g (X - X) + b)) :=
    ((hg.tendsto _).comp (tendsto_const_nhds.sub hF)).add_const b
  have h0 : g (X - X) = 0 := by simp [g]
  rw [h0, zero_add] at ht
  refine ge_of_tendsto' ht fun n => ?_
  have h1 := map_add_le_add q (X - F n) (F n)
  rw [sub_add_cancel] at h1
  linarith [key (X - F n), hb n]
```

## The truncated propagator

The approximate walker keeps the terms of order $0$ to $m$:

$$T_m(V)\Phi=\sum_{k=0}^{m}\frac{1}{k!}V^k\Phi .$$

`taylorWalker m V Φ` is this matrix. The set `range (m + 1)` contains $0,\dots,m$, so order $m$ means $m+1$ terms, the first of which is $\Phi$ itself.

```lean
variable [DecidableEq M]

/-- The walker `Φ` propagated by the Taylor polynomial of order `m` of `exp V`. -/
def taylorWalker (m : ℕ) (V : Matrix M M ℂ) (Φ : Matrix M N ℂ) : Matrix M N ℂ :=
  ∑ k ∈ range (m + 1), (k.factorial : ℂ)⁻¹ • (V ^ k * Φ)
```

## Convergence to the exact walker

The matrix exponential is the sum of the series $\sum_k V^k/k!$. Multiplication from the right by the fixed matrix $\Phi$ is continuous, so

$$S_n:=\sum_{k=0}^{n-1}\frac{1}{k!}V^k\Phi\;\longrightarrow\;\exp(V)\Phi .$$

`NormedSpace.exp V` is the matrix exponential, not the exponential of each entry. Convergence of the series is the statement `hs`. Its proof borrows a particular matrix norm, which does not appear in the result, where convergence is entrywise. The continuity of $A\mapsto A\Phi$ is `hc`, and the last lines move $\Phi$ inside the finite sum.

```lean
/-- The partial sums of the Taylor series applied to a walker converge to `exp V * Φ`. -/
theorem tendsto_taylor (V : Matrix M M ℂ) (Φ : Matrix M N ℂ) :
    Tendsto (fun n => ∑ k ∈ range n, (k.factorial : ℂ)⁻¹ • (V ^ k * Φ)) atTop
      (𝓝 (NormedSpace.exp V * Φ)) := by
  have hs : HasSum (fun k : ℕ => (k.factorial : ℂ)⁻¹ • V ^ k) (NormedSpace.exp V) := by
    let : NormedRing (Matrix M M ℂ) := Matrix.linftyOpNormedRing
    let : NormedAlgebra ℂ (Matrix M M ℂ) := Matrix.linftyOpNormedAlgebra
    exact NormedSpace.exp_series_hasSum_exp' (𝕂 := ℂ) V
  have hc : Continuous fun A : Matrix M M ℂ => A * Φ :=
    continuous_id.matrix_mul continuous_const
  refine ((hc.tendsto _).comp hs.tendsto_sum_nat).congr fun n => ?_
  simp only [Function.comp_apply, Matrix.sum_mul, Matrix.smul_mul]
```

## The size of one Taylor term

Let $p$ be a seminorm on one-body matrices, related to $q$ by

$$q(A\Phi)\le p(A)\,q(\Phi)\qquad\text{for all }A,\Phi .$$

This is the hypothesis `h`. Physically, $p(A)$ limits how much the one-body matrix $A$ can enlarge any walker. A submultiplicative operator norm, used for both kinds of matrix, has this property. The largest absolute entry, used for both, lacks it as soon as there are two basis functions and one orbital.

For $k=0$ we have $q(V^0\Phi)=q(\Phi)$. If $q(V^k\Phi)\le p(V)^k q(\Phi)$, then

$$q(V^{k+1}\Phi)=q\big(V(V^k\Phi)\big)\le p(V)\,q(V^k\Phi)\le p(V)^{k+1}q(\Phi).$$

Dividing by $k!$ gives

$$q\Big(\frac{V^k\Phi}{k!}\Big)\le\frac{p(V)^k}{k!}\,q(\Phi).$$

The induction is `hk`, and the factor $1/k!$ is taken out of $q$ afterwards. The value $p(1)$ is never used, so the identity matrix need not have size one.

```lean
variable {p : Seminorm ℂ (Matrix M M ℂ)} {q : Seminorm ℂ (Matrix M N ℂ)}

/-- If `q (A * Φ) ≤ p A * q Φ` for all `A` and `Φ`, then the `k`-th Taylor term of a propagated
walker has size `q` at most `p V ^ k / k!` times that of the walker. -/
theorem term_le (h : ∀ A Φ, q (A * Φ) ≤ p A * q Φ) (V : Matrix M M ℂ) (Φ : Matrix M N ℂ)
    (k : ℕ) : q ((k.factorial : ℂ)⁻¹ • (V ^ k * Φ)) ≤ p V ^ k / k.factorial * q Φ := by
  have hp : 0 ≤ p V := apply_nonneg p V
  have hk : q (V ^ k * Φ) ≤ p V ^ k * q Φ := by
    induction k with
    | zero => simp
    | succ k ih =>
      rw [pow_succ', Matrix.mul_assoc]
      calc q (V * (V ^ k * Φ)) ≤ p V * q (V ^ k * Φ) := h _ _
        _ ≤ p V * (p V ^ k * q Φ) := mul_le_mul_of_nonneg_left ih hp
        _ = p V ^ (k + 1) * q Φ := by ring
  rw [map_smul_eq_mul, norm_inv, Complex.norm_natCast]
  calc (k.factorial : ℝ)⁻¹ * q (V ^ k * Φ) ≤ (k.factorial : ℝ)⁻¹ * (p V ^ k * q Φ) :=
        mul_le_mul_of_nonneg_left hk (by positivity)
    _ = p V ^ k / k.factorial * q Φ := by ring
```

## Summing the neglected terms

For any $n$, the difference between a longer partial sum and the truncated walker is a finite piece of the tail:

$$S_{m+1+n}-T_m(V)\Phi=\sum_{j=0}^{n-1}\frac{V^{m+1+j}\Phi}{(m+1+j)!}.$$

The triangle inequality and the bound on single terms give

$$q\big(S_{m+1+n}-T_m(V)\Phi\big)\le\sum_{j=0}^{n-1}\frac{p(V)^{m+1+j}}{(m+1+j)!}\,q(\Phi).$$

The binomial coefficient $\binom{m+1+j}{j}$ is at least one, so $(m+1)!\,j!\le(m+1+j)!$. Therefore the right-hand side is at most

$$\frac{p(V)^{m+1}}{(m+1)!}\,q(\Phi)\sum_{j=0}^{n-1}\frac{p(V)^j}{j!}\;\le\;\frac{p(V)^{m+1}e^{p(V)}}{(m+1)!}\,q(\Phi).$$

This bound does not depend on $n$. As $n$ grows, the left-hand matrix tends to $\exp(V)\Phi-T_m(V)\Phi$, and the bound passes to the limit.

The theorem `taylor_error` says exactly this for every natural number $m$, every $V$ and every $\Phi$, given `h`. The error is absolute. For a walker with $q(\Phi)\neq0$, division by $q(\Phi)$ gives the error relative to the size of the initial walker, bounded by $p(V)^{m+1}e^{p(V)}/(m+1)!$.

The proof takes the limit first: `size_le_of_tendsto` reduces the claim to a bound for each $n$, with `hshift` supplying the shifted index $m+1+n$. The `calc` block then follows the displayed inequalities in order. The factorial inequality is `hf`, obtained from the fact that $(m+1)!\,j!$ divides $(m+1+j)!$.

```lean
/-- Taylor propagation error: if `q (A * Φ) ≤ p A * q Φ` for all `A` and `Φ`, then cutting the
series of `exp V` after order `m` changes the propagated walker, as measured by `q`, by at most
`p V ^ (m + 1) * exp (p V) * q Φ / (m + 1)!`. -/
theorem taylor_error [Fintype N] (h : ∀ A Φ, q (A * Φ) ≤ p A * q Φ) (m : ℕ)
    (V : Matrix M M ℂ) (Φ : Matrix M N ℂ) :
    q (NormedSpace.exp V * Φ - taylorWalker m V Φ) ≤
      p V ^ (m + 1) * Real.exp (p V) * q Φ / (m + 1).factorial := by
  have hp : 0 ≤ p V := apply_nonneg p V
  have hq : 0 ≤ q Φ := apply_nonneg q Φ
  have hshift : Tendsto (fun n : ℕ => m + 1 + n) atTop atTop :=
    tendsto_atTop_mono (fun n => Nat.le_add_left n (m + 1)) tendsto_id
  refine size_le_of_tendsto q
    (((tendsto_taylor V Φ).comp hshift).sub_const (taylorWalker m V Φ)) fun n => ?_
  -- what remains is a finite piece of the tail
  simp only [Function.comp_apply, taylorWalker, Finset.sum_range_add, add_sub_cancel_left]
  calc _ ≤ ∑ j ∈ range n, q (((m + 1 + j).factorial : ℂ)⁻¹ • (V ^ (m + 1 + j) * Φ)) :=
        Finset.le_sum_of_subadditive q (by simp) (map_add_le_add q) _ _
    _ ≤ ∑ j ∈ range n,
          (p V ^ (m + 1) / (m + 1).factorial * q Φ) * (p V ^ j / j.factorial) := by
        refine Finset.sum_le_sum fun j _ => (term_le h V Φ _).trans ?_
        have hf : ((m + 1).factorial : ℝ) * j.factorial ≤ (m + 1 + j).factorial := by
          exact_mod_cast Nat.le_of_dvd (Nat.factorial_pos _)
            (Nat.factorial_mul_factorial_dvd_factorial_add (m + 1) j)
        calc p V ^ (m + 1 + j) / (m + 1 + j).factorial * q Φ
            ≤ p V ^ (m + 1 + j) / ((m + 1).factorial * j.factorial) * q Φ := by gcongr
          _ = _ := by rw [pow_add]; ring
    _ = (p V ^ (m + 1) / (m + 1).factorial * q Φ) * ∑ j ∈ range n, p V ^ j / j.factorial := by
        rw [Finset.mul_sum]
    _ ≤ (p V ^ (m + 1) / (m + 1).factorial * q Φ) * Real.exp (p V) :=
        mul_le_mul_of_nonneg_left (Real.sum_le_exp_of_nonneg hp n) (by positivity)
    _ = _ := by ring
```

## A uniform field attains the leading order

Take $V=t\cdot 1$ with $t\ge0$, a one-body matrix that multiplies every orbital by the same number. Then $V^k\Phi=t^k\Phi$, so the exact walker is $e^t\Phi$ and the error is

$$q\big(\exp(V)\Phi-T_m(V)\Phi\big)=\Big(e^t-\sum_{k=0}^{m}\frac{t^k}{k!}\Big)q(\Phi)\;\ge\;\frac{t^{m+1}}{(m+1)!}\,q(\Phi).$$

The inequality holds because all terms of the series for $e^t$ are non-negative, and the one of order $m+1$ is the first to be left out.

When $p(t\cdot1)=t$, as for the spectral norm with at least one basis function, the upper bound exceeds this lower bound only by the factor $e^t$, which tends to one for a weak field. So the power $m+1$ and the factor $1/(m+1)!$ describe the true leading behaviour in this case, provided $q(\Phi)\neq0$. The error here is one of scale alone: the truncated and the exact walker are both multiples of $\Phi$, so their determinants differ only by a numerical factor.

The theorem holds for any seminorm $q$ and does not use `h`. In its proof, `hsum` turns the matrix sums into numerical sums times $\Phi$, `hreal` is the convergence of the real exponential series, and `hexp` identifies the exact walker by uniqueness of limits. The final lines compare $e^t$ with its partial sum through order $m+1$.

```lean
/-- For the uniform one-body matrix `V = t · 1` with `t ≥ 0`, the Taylor error of order `m` is at
least `t^(m+1)/(m+1)!` times the size of the walker. -/
theorem uniform_field_error_ge (q : Seminorm ℂ (Matrix M N ℂ)) (m : ℕ) {t : ℝ} (ht : 0 ≤ t)
    (Φ : Matrix M N ℂ) :
    t ^ (m + 1) / (m + 1).factorial * q Φ ≤
      q (NormedSpace.exp ((t : ℂ) • (1 : Matrix M M ℂ)) * Φ - taylorWalker m ((t : ℂ) • 1) Φ) := by
  have hsum : ∀ n, ∑ k ∈ range n, (k.factorial : ℂ)⁻¹ • (((t : ℂ) • (1 : Matrix M M ℂ)) ^ k * Φ)
      = ((∑ k ∈ range n, t ^ k / k.factorial : ℝ) : ℂ) • Φ := by
    intro n
    rw [Complex.ofReal_sum, Finset.sum_smul]
    refine Finset.sum_congr rfl fun k _ => ?_
    rw [smul_pow, one_pow, Matrix.smul_mul, Matrix.one_mul, smul_smul]
    congr 1
    push_cast
    ring
  have hreal : Tendsto (fun n => ∑ k ∈ range n, t ^ k / k.factorial) atTop
      (𝓝 (Real.exp t)) := by
    have hs := (NormedSpace.exp_series_hasSum_exp' (𝕂 := ℝ) t).tendsto_sum_nat
    rw [← Real.exp_eq_exp_ℝ] at hs
    refine hs.congr fun n => Finset.sum_congr rfl fun k _ => ?_
    rw [smul_eq_mul]
    ring
  -- the exact propagator is multiplication by the number `exp t`
  have hexp : NormedSpace.exp ((t : ℂ) • (1 : Matrix M M ℂ)) * Φ = (Real.exp t : ℂ) • Φ := by
    refine tendsto_nhds_unique (tendsto_taylor _ Φ) ?_
    simp only [hsum]
    exact ((Complex.continuous_ofReal.tendsto _).comp hreal).smul_const Φ
  rw [hexp, taylorWalker, hsum, ← sub_smul, ← Complex.ofReal_sub, map_smul_eq_mul,
    Complex.norm_real, Real.norm_eq_abs]
  refine mul_le_mul_of_nonneg_right (le_trans ?_ (le_abs_self _)) (apply_nonneg q Φ)
  have h1 := Real.sum_le_exp_of_nonneg ht (m + 1 + 1)
  rw [Finset.sum_range_succ] at h1
  linarith
```

## The spectral norm meets the hypothesis

The spectral norm of a matrix is its largest singular value, or equivalently the largest factor by which it stretches a vector in the Euclidean norm. For a coefficient vector $c$ over the occupied orbitals,

$$|A\Phi c|\le\|A\|\,|\Phi c|\le\|A\|\,\|\Phi\|\,|c| ,$$

and hence $\|A\Phi\|\le\|A\|\,\|\Phi\|$. The same definition serves for the square matrix $A$ and the rectangular matrix $\Phi$.

In the code, `open scoped Matrix.Norms.L2Operator` selects this norm, and `normSeminorm` presents it as a seminorm, the form in which `h` expects it. The inequality itself is Mathlib's `Matrix.l2_opNorm_mul`.

```lean
open scoped Matrix.Norms.L2Operator in
/-- The spectral norm, taken for one-body matrices and for walkers, is submultiplicative. -/
theorem spectral_norm_witness [Fintype N] [DecidableEq N] (A : Matrix M M ℂ)
    (Φ : Matrix M N ℂ) :
    normSeminorm ℂ (Matrix M N ℂ) (A * Φ) ≤
      normSeminorm ℂ (Matrix M M ℂ) A * normSeminorm ℂ (Matrix M N ℂ) Φ :=
  Matrix.l2_opNorm_mul A Φ
```

With $p$ and $q$ both equal to the spectral norm, the general bound becomes the inequality stated at the top:

$$\|\exp(V)\Phi-T_m(V)\Phi\|\le\frac{\|V\|^{m+1}e^{\|V\|}}{(m+1)!}\,\|\Phi\| .$$

If the basis is orthonormal and the walker has at least one orbital, with all its orbitals orthonormal, then $\|\Phi\|=1$ and the last factor disappears. The proof inserts `spectral_norm_witness` into `taylor_error` as the hypothesis `h`.

```lean
open scoped Matrix.Norms.L2Operator in
/-- The Taylor propagation error bound in the spectral norm. -/
theorem taylor_error_spectral [Fintype N] [DecidableEq N] (m : ℕ) (V : Matrix M M ℂ)
    (Φ : Matrix M N ℂ) :
    ‖NormedSpace.exp V * Φ - taylorWalker m V Φ‖ ≤
      ‖V‖ ^ (m + 1) * Real.exp ‖V‖ * ‖Φ‖ / (m + 1).factorial :=
  taylor_error spectral_norm_witness m V Φ

end

end TaylorWalkerPropagation
```

```lean
#print axioms TaylorWalkerPropagation.taylor_error
-- 'TaylorWalkerPropagation.taylor_error' depends on axioms: [propext, Classical.choice, Quot.sound]
#print axioms TaylorWalkerPropagation.uniform_field_error_ge
-- 'TaylorWalkerPropagation.uniform_field_error_ge' depends on axioms: [propext, Classical.choice, Quot.sound]
#print axioms TaylorWalkerPropagation.taylor_error_spectral
-- 'TaylorWalkerPropagation.taylor_error_spectral' depends on axioms: [propext, Classical.choice, Quot.sound]
```
